# Ritz values from M-orthonormal trial vectors lie within any bounds on the exact squared frequencies

For a finite, real response problem with operator `K * M`, the columns of `X` are a complete set of `M`-orthonormal eigenmodes, whose squared frequencies `w i` all lie in `[a, b]`. The columns of `V` are `M`-orthonormal trial vectors, and a Ritz value θ is an eigenvalue of the projected matrix `Vᵀ * M * K * M * V` with a nonzero eigenvector `y`, which need not be normalised. The theorem says that every such θ also lies in `[a, b]`. The proof expands the trial vector `V *ᵥ y` in the exact modes, with coefficients `c`, and shows that θ is the mean of the `w i` with weights `c i ^ 2 / (c ⬝ᵥ c)`.

An attempt in Lean 4 with a fault in it:

```lean
import Mathlib

open Matrix

namespace RitzValueEnclosure

variable {n m : Type*} [Fintype n] [Fintype m]

/-- The matrix `Vᵀ M K M V`. When `M` is symmetric and the columns of `V` are `M`-orthonormal, it
represents the projection of the response operator `K M` onto the span of these columns, taken in
the `M`-inner product. -/
def projected (K M : Matrix n n ℝ) (V : Matrix n m ℝ) : Matrix m m ℝ :=
  Vᵀ * M * K * M * V

/-- The quadratic form of `Wᵀ A W` at `y` is the quadratic form of `A` at `W y`. -/
theorem quadratic_form_congruence (A : Matrix n n ℝ) (W : Matrix n m ℝ) (y : m → ℝ) :
    y ⬝ᵥ ((Wᵀ * A * W) *ᵥ y) = (W *ᵥ y) ⬝ᵥ (A *ᵥ (W *ᵥ y)) := by
  rw [← Matrix.mulVec_mulVec, ← Matrix.mulVec_mulVec,
    Matrix.dotProduct_mulVec y Wᵀ, Matrix.vecMul_transpose]

/-- Let the columns of `X` be a complete set of `M`-orthonormal eigenmodes of `K M` with
squared frequencies `w` in `[a, b]`. Then every Ritz value from `M`-orthonormal columns of `V`
lies in `[a, b]`. -/
theorem ritz_value_enclosure [DecidableEq n] [DecidableEq m] {K M X : Matrix n n ℝ}
    {V : Matrix n m ℝ} {w : n → ℝ} {a b : ℝ}
    (hX : Xᵀ * M * X = 1) (hmode : K * M * X = X * diagonal w)
    (hw : ∀ i, a ≤ w i ∧ w i ≤ b) (hV : Vᵀ * M * V = 1) {θ : ℝ} {y : m → ℝ}
    (hy : y ≠ 0) (hθ : projected K M V *ᵥ y = θ • y) : a ≤ θ ∧ θ ≤ b := by
  -- completeness of the modes, and the symmetry of `M` that it entails
  have hXr : X * (Xᵀ * M) = 1 := mul_eq_one_comm.mp hX
  have hM : Mᵀ = M := by
    have hl : Mᵀ * (X * Xᵀ) = 1 := by
      have h := congrArg Matrix.transpose hXr
      simpa only [Matrix.transpose_mul, Matrix.transpose_transpose, Matrix.transpose_one,
        Matrix.mul_assoc] using h
    exact left_inv_eq_right_inv hl (by rw [Matrix.mul_assoc]; exact hXr)
  have hKM : K * M = X * diagonal w * (Xᵀ * M) := by
    rw [← hmode, Matrix.mul_assoc (K * M), hXr, Matrix.mul_one]
  -- expand the search space in the exact modes
  have hT : projected K M V = (Xᵀ * M * V)ᵀ * diagonal w * (Xᵀ * M * V) := by
    calc projected K M V = Vᵀ * M * (K * M) * V := by
          simp only [projected, Matrix.mul_assoc]
      _ = _ := by
          rw [hKM]
          simp only [Matrix.transpose_mul, Matrix.transpose_transpose, hM, Matrix.mul_assoc]
  have hC : (Xᵀ * M * V)ᵀ * 1 * (Xᵀ * M * V) = 1 := by
    calc (Xᵀ * M * V)ᵀ * 1 * (Xᵀ * M * V) = Vᵀ * M * (X * (Xᵀ * M)) * V := by
          simp only [Matrix.transpose_mul, Matrix.transpose_transpose, hM, Matrix.mul_one,
            Matrix.mul_assoc]
      _ = 1 := by rw [hXr, Matrix.mul_one, hV]
  have h1 := quadratic_form_congruence (diagonal w) (Xᵀ * M * V) y
  have h2 := quadratic_form_congruence (1 : Matrix n n ℝ) (Xᵀ * M * V) y
  rw [← hT, hθ, dotProduct_smul, smul_eq_mul] at h1
  rw [hC, Matrix.one_mulVec, Matrix.one_mulVec] at h2
  generalize (Xᵀ * M * V) *ᵥ y = c at h1 h2
  have hpos : 0 < y ⬝ᵥ y := by
    obtain ⟨i, hi⟩ := Function.ne_iff.mp hy
    exact Finset.sum_pos' (fun j _ => mul_self_nonneg (y j))
      ⟨i, Finset.mem_univ i, mul_self_pos.2 hi⟩
  -- the Ritz value is a weighted mean of the exact squared frequencies
  have hlo : a * (c ⬝ᵥ c) ≤ c ⬝ᵥ (diagonal w *ᵥ c) := by
    simp only [dotProduct, Matrix.mulVec_diagonal, Finset.mul_sum]
    exact Finset.sum_le_sum fun i _ => by
      nlinarith [mul_le_mul_of_nonneg_right (hw i).1 (mul_self_nonneg (c i))]
  have hhi : c ⬝ᵥ (diagonal w *ᵥ c) ≤ b * (c ⬝ᵥ c) := by
    simp only [dotProduct, Matrix.mulVec_diagonal, Finset.mul_sum]
    exact Finset.sum_le_sum fun i _ => by
      nlinarith [mul_le_mul_of_nonneg_right (hw i).2 (mul_self_nonneg (c i))]
  rw [← h1, ← h2] at hlo hhi
  exact ⟨le_of_mul_le_mul_right hlo hpos, le_of_mul_le_mul_right hhi hpos⟩

end RitzValueEnclosure
```

The error:

```
Main.lean:46:12: error(lean.synthInstanceFailed): failed to synthesize instance of type class
  HMul (Matrix m n ℝ) ℕ ?m.320

Hint: Type class instance resolution failures can be inspected with the `set_option trace.Meta.synthInstance true` command.
Main.lean:28:72: error: unsolved goals
n : Type u_1
m : Type u_2
inst✝³ : Fintype n
inst✝² : Fintype m
inst✝¹ : DecidableEq n
inst✝ : DecidableEq m
K M X : Matrix n n ℝ
V : Matrix n m ℝ
w : n → ℝ
a b : ℝ
hX : Xᵀ * M * X = 1
hmode : K * M * X = X * diagonal w
hw : ∀ (i : n), a ≤ w i ∧ w i ≤ b
hV : Vᵀ * M * V = 1
θ : ℝ
y : m → ℝ
hy : y ≠ 0
hθ : projected K M V *ᵥ y = θ • y
hXr : X * (Xᵀ * M) = 1
hM : Mᵀ = M
hKM : K * M = X * diagonal w * (Xᵀ * M)
hT : projected K M V = (Xᵀ * M * V)ᵀ * diagonal w * (Xᵀ * M * V)
⊢ a ≤ θ ∧ θ ≤ b
```

Cause. The first error is in the statement of `hC`, where the bare `1` is meant to be the `n × n` identity matrix. Lean does not infer this from the factors on either side. Matrix multiplication allows rectangular factors, so the `m × n` matrix on the left fixes only the number of rows of the next factor, and the product as a whole mixes different matrix types. With no type settled for it, the numeral defaults to `ℕ`, and Lean then looks in vain for a way to multiply a `Matrix m n ℝ` by a natural number.

The second error follows from the first. The proof stopped at `hC`, so the main goal was left open, and the context listed there ends with `hT`.

Writing `(1 : Matrix n n ℝ)` gives the numeral its type, and the product makes sense. The first line of the `calc` repeats the same product and gets the same annotation. The new line break there is mere tidying.

The mended proof, as a diff:

```diff
@@ -44,6 +44,7 @@
           rw [hKM]
           simp only [Matrix.transpose_mul, Matrix.transpose_transpose, hM, Matrix.mul_assoc]
-  have hC : (Xᵀ * M * V)ᵀ * 1 * (Xᵀ * M * V) = 1 := by
-    calc (Xᵀ * M * V)ᵀ * 1 * (Xᵀ * M * V) = Vᵀ * M * (X * (Xᵀ * M)) * V := by
+  have hC : (Xᵀ * M * V)ᵀ * (1 : Matrix n n ℝ) * (Xᵀ * M * V) = 1 := by
+    calc (Xᵀ * M * V)ᵀ * (1 : Matrix n n ℝ) * (Xᵀ * M * V)
+        = Vᵀ * M * (X * (Xᵀ * M)) * V := by
           simp only [Matrix.transpose_mul, Matrix.transpose_transpose, hM, Matrix.mul_one,
             Matrix.mul_assoc]
```
